# Distance levels of a finite connected graph: block tridiagonal matrices and the bound \(\sum_i n_i^3\ge N^3/m^2\)

Let \(G\) be a finite connected graph with \(N\) sites. Group the sites by their graph distance from a chosen root \(r\), and let \(m-1\) be the largest distance. The levels \(0,\dots,m-1\) are all nonempty, and every complex matrix \(H\) whose nonzero entries lie on the diagonal and the edges of \(G\) is block tridiagonal in them. The level sizes \(n_i\) satisfy

\[
\sum_{i=0}^{m-1} n_i^3\;\ge\;\frac{N^3}{m^2},
\]

with equality exactly when all sizes agree. Since the root is alone in its level, this means one site per level.

## Slicing a conductor into levels

In a tight-binding model the sites are orbitals and the edges are hoppings. Recursive Green's function methods for non-interacting electrons on a finite device region use a block tridiagonal Hamiltonian and treat one block at a time. Dense inversion of a block of size \(n_i\) takes of order \(n_i^3\) operations, so \(\sum_i n_i^3\) is a simple model of the cost. It ignores prefactors, the products with the blocks that couple neighbouring levels, the coupling to leads and any sparsity inside the blocks. Leads can also affect the block structure: the self-energy of a lead attached to several sites can couple levels that are not neighbours, and the Hamiltonian with this self-energy added is then not block tridiagonal in the distance levels.

## What the theorems say

The graph is `G : SimpleGraph V`, undirected and without loops; on-site energies enter through the diagonal of `H : Matrix V V ℂ`. `IsSupportedOn G H` says that \(H_{uv}=0\) for distinct, non-adjacent \(u,v\). Hermiticity is not required.

A layering is a function `l : V → ℕ`. `IsBlockTridiagonal l H` says that \(H_{uv}=0\) whenever the layers of \(u\) and \(v\) differ by more than one. For distance levels, `l` is `G.dist r`. The set `level G r i` holds the sites at distance \(i\), and `numLevels G r` is \(m\).

The theorem `distance_levels` collects block tridiagonality, nonempty levels, the bound and its equality case. `bound_attained_iff_single_sites` sharpens the equality case to single-site levels. The inequality itself, `sum_cubes_bound`, holds for any finite nonempty family of positive real sizes, so it also covers groupings that don't come from distances.

A further theorem, `layer_le_dist`, concerns an arbitrary layering \(l\). If \(H\) is nonzero on every edge and block tridiagonal in \(l\), then \(l(v)\le l(r)+d(r,v)\), where \(d\) is the graph distance. Under these hypotheses, a layering that puts the root in layer 0 has no more nonempty layers than there are distance levels.

## Edges join equal or neighbouring levels

If \(u\) and \(v\) are adjacent, the triangle inequality gives

\[
d(r,v)\le d(r,u)+d(u,v)=d(r,u)+1,
\]

and the same holds with \(u\) and \(v\) exchanged. Sites whose levels differ by more than one are thus distinct and non-adjacent, so \(H_{uv}=0\).

For a general layering the argument runs the other way. A nonzero \(H_{uv}\) on each edge forces \(l\) to change by at most one across it. Following a shortest walk from \(r\) to \(v\) gives \(l(v)\le l(r)+d(r,v)\).

## No level is empty

Let \(d(r,v)=k+1\), and let \(w\) be the first site after \(v\) on a shortest walk to the root. The rest of the walk has length \(k\), so \(d(r,w)\le k\). The edge inequality gives \(k+1\le d(r,w)+1\). Hence \(d(r,w)=k\). Starting from a farthest site and repeating this step, one meets every level down to 0.

## The excess over equal sizes

Each site lies in exactly one level, so \(\sum_i n_i=N\). With the mean size \(a=N/m\),

\[
(n_i-a)^2(n_i+2a)=n_i^3-3a^2n_i+2a^3 .
\]

Summing over the \(m\) levels and using \(\sum_i n_i=ma\),

\[
\sum_i (n_i-a)^2(n_i+2a)=\sum_i n_i^3-ma^3=\sum_i n_i^3-\frac{N^3}{m^2}.
\]

Every term on the left is nonnegative, which is the bound. Since \(n_i+2a>0\), the sum vanishes only if every \(n_i=a\); conversely, equal sizes all equal their mean. The root is the only site at distance 0 from the root, so \(n_0=1\), and equal sizes must all be 1.

## A grid of two by three sites

Root a \(2\times3\) square grid at a corner. The level sizes are \(1,2,2,1\), so \(N=6\), \(m=4\) and \(a=3/2\). The sum of cubes is \(18\), and the bound is \(216/16=13.5\). The excess formula gives \(\tfrac14(4+5+5+4)=4.5\), as it should.

Slicing the same grid into its three columns gives sizes \(2,2,2\). The sum is \(24=216/9\), so the bound for three blocks is attained, yet the model cost \(\sum_i n_i^3\) is higher than the 18 of the four distance levels.

## Long hops and disconnected sites

Take the chain \(0\!-\!1\!-\!2\) with root 0 and add a matrix element \(H_{02}\neq0\) without adding an edge. The support condition fails, and \(H\) couples levels 0 and 2, so it is not block tridiagonal.

Connectedness matters too. For two isolated sites Mathlib sets the distance between them to 0, so both fall into one level. Then \(\sum_i n_i^3=8=2^3/1^2\): the bound is attained by a level of two sites, contrary to the single-site criterion.

## The Lean development

```lean
import Mathlib

open Finset

namespace LevelBlockTridiagonal

variable {V : Type*} {G : SimpleGraph V}

/-- The matrix `H` has nonzero entries only on the diagonal and on the edges of `G`. -/
def IsSupportedOn (G : SimpleGraph V) (H : Matrix V V ℂ) : Prop :=
  ∀ u v, u ≠ v → ¬ G.Adj u v → H u v = 0

/-- The matrix `H` couples only sites in the same layer or in neighbouring layers,
where `l v` is the layer of site `v`. -/
def IsBlockTridiagonal (l : V → ℕ) (H : Matrix V V ℂ) : Prop :=
  ∀ u v, l u + 1 < l v ∨ l v + 1 < l u → H u v = 0

/-- Crossing an edge increases the distance from the root by at most one. -/
theorem dist_le_of_adj (hG : G.Connected) (r : V) {u v : V} (h : G.Adj u v) :
    G.dist r v ≤ G.dist r u + 1 := by
  have h1 : G.dist r v ≤ G.dist r u + G.dist u v := hG.dist_triangle
  have h2 : G.dist u v = 1 := SimpleGraph.dist_eq_one_iff_adj.2 h
  omega

/-- A matrix supported on the diagonal and the edges of a connected graph is block
tridiagonal when sites are grouped by distance from a root. -/
theorem blockTridiagonal_of_supported (hG : G.Connected) (r : V) {H : Matrix V V ℂ}
    (hH : IsSupportedOn G H) : IsBlockTridiagonal (G.dist r) H := by
  intro u v huv
  apply hH u v
  · rintro rfl
    omega
  · intro h
    have h1 := dist_le_of_adj hG r h
    have h2 := dist_le_of_adj hG r h.symm
    omega

/-- If a matrix that is nonzero on every edge of a connected graph is block tridiagonal in some
layering, then the layer index grows from the root no faster than the graph distance. -/
theorem layer_le_dist (hG : G.Connected) (r : V) {H : Matrix V V ℂ} {l : V → ℕ}
    (hH : ∀ u v, G.Adj u v → H u v ≠ 0) (hl : IsBlockTridiagonal l H) (v : V) :
    l v ≤ l r + G.dist r v := by
  have step : ∀ a b, G.Adj a b → l b ≤ l a + 1 := by
    intro a b h
    by_contra hc
    exact hH a b h (hl a b (Or.inl (by omega)))
  -- the layer index changes by at most one per step of a walk
  have key : ∀ (a b : V) (p : G.Walk a b), l b ≤ l a + p.length := by
    intro a b p
    induction p with
    | nil => simp
    | cons h q ih =>
      have h1 := step _ _ h
      rw [SimpleGraph.Walk.length_cons]
      omega
  obtain ⟨p, hp⟩ := hG.exists_walk_length_eq_dist r v
  rw [← hp]
  exact key r v p

/-- A site at distance `k + 1` from the root has a neighbour at distance `k`. -/
theorem exists_closer_neighbour (hG : G.Connected) (r v : V) (k : ℕ)
    (hv : G.dist r v = k + 1) : ∃ w, G.Adj v w ∧ G.dist r w = k := by
  obtain ⟨p, hp⟩ := hG.exists_walk_length_eq_dist v r
  rw [SimpleGraph.dist_comm, hv] at hp
  cases p with
  | nil => simp at hp
  | @cons _ w _ h q =>
    -- the first step of a shortest walk to the root
    have h1 : G.dist w r ≤ q.length := SimpleGraph.dist_le q
    have h2 := dist_le_of_adj hG r h.symm
    rw [SimpleGraph.dist_comm] at h1
    rw [SimpleGraph.Walk.length_cons] at hp
    exact ⟨w, h, by omega⟩

/-- For positive block sizes, the sum of cubes is at least the cube of the total size divided
by the square of the number of blocks, with equality exactly when all sizes agree. -/
theorem sum_cubes_bound {ι : Type*} (s : Finset ι) (x : ι → ℝ) (hs : s.Nonempty)
    (hx : ∀ i ∈ s, 0 < x i) :
    (∑ i ∈ s, x i) ^ 3 / (s.card : ℝ) ^ 2 ≤ ∑ i ∈ s, x i ^ 3 ∧
    (∑ i ∈ s, x i ^ 3 = (∑ i ∈ s, x i) ^ 3 / (s.card : ℝ) ^ 2 ↔
      ∀ i ∈ s, ∀ j ∈ s, x i = x j) := by
  have hc : (0 : ℝ) < s.card := Nat.cast_pos.2 hs.card_pos
  have hS : 0 < ∑ i ∈ s, x i := Finset.sum_pos hx hs
  obtain ⟨a, ha⟩ : ∃ a, a = (∑ i ∈ s, x i) / (s.card : ℝ) := ⟨_, rfl⟩
  have ha0 : 0 < a := by rw [ha]; exact div_pos hS hc
  have hSa : ∑ i ∈ s, x i = s.card * a := by
    rw [ha, mul_div_cancel₀ _ hc.ne']
  have hmean : (∑ i ∈ s, x i) ^ 3 / (s.card : ℝ) ^ 2 = s.card * a ^ 3 := by
    rw [hSa, div_eq_iff (pow_ne_zero 2 hc.ne')]
    ring
  -- the excess over the mean-size value is a sum of nonnegative terms
  have hex : ∑ i ∈ s, (x i - a) ^ 2 * (x i + 2 * a)
      = ∑ i ∈ s, x i ^ 3 - s.card * a ^ 3 := by
    have h : ∀ i ∈ s, (x i - a) ^ 2 * (x i + 2 * a)
        = x i ^ 3 - 3 * a ^ 2 * x i + 2 * a ^ 3 := fun i _ => by ring
    rw [Finset.sum_congr rfl h, Finset.sum_add_distrib, Finset.sum_sub_distrib,
      ← Finset.mul_sum, Finset.sum_const, nsmul_eq_mul, hSa]
    ring
  have hnn : ∀ i ∈ s, 0 ≤ (x i - a) ^ 2 * (x i + 2 * a) := fun i hi =>
    mul_nonneg (sq_nonneg _) (by linarith [hx i hi])
  rw [hmean]
  refine ⟨by linarith [Finset.sum_nonneg hnn], ?_, ?_⟩
  · intro h
    have h0 : ∑ i ∈ s, (x i - a) ^ 2 * (x i + 2 * a) = 0 := by linarith
    have hall : ∀ i ∈ s, x i = a := by
      intro i hi
      rcases mul_eq_zero.1 ((Finset.sum_eq_zero_iff_of_nonneg hnn).1 h0 i hi) with h1 | h1
      · exact sub_eq_zero.1 (pow_eq_zero_iff two_ne_zero |>.1 h1)
      · linarith [hx i hi]
    intro i hi j hj
    rw [hall i hi, hall j hj]
  · intro h
    have hall : ∀ i ∈ s, x i = a := by
      intro i hi
      have h1 : ∑ j ∈ s, x j = s.card * x i := by
        rw [Finset.sum_congr rfl (fun j hj => h j hj i hi), Finset.sum_const, nsmul_eq_mul]
      exact mul_left_cancel₀ hc.ne' (h1.symm.trans hSa)
    rw [Finset.sum_congr rfl (fun i hi => by rw [hall i hi]), Finset.sum_const, nsmul_eq_mul]

variable [Fintype V]

/-- The sites at distance `i` from the root `r`. -/
noncomputable def level (G : SimpleGraph V) (r : V) (i : ℕ) : Finset V :=
  univ.filter (fun v => G.dist r v = i)

/-- The number of levels: one more than the largest distance from the root. -/
noncomputable def numLevels (G : SimpleGraph V) (r : V) : ℕ :=
  univ.sup (fun v => G.dist r v) + 1

/-- Every level up to the largest distance from the root contains a site. -/
theorem level_nonempty (hG : G.Connected) (r : V) {i : ℕ} (hi : i < numLevels G r) :
    (level G r i).Nonempty := by
  -- descend from a farthest site towards the root
  have descend : ∀ d v, G.dist r v = i + d → ∃ w, G.dist r w = i := by
    intro d
    induction d with
    | zero => exact fun v hv => ⟨v, hv⟩
    | succ d ih =>
      intro v hv
      obtain ⟨w, _, hw⟩ := exists_closer_neighbour hG r v (i + d) (by omega)
      exact ih w hw
  obtain ⟨v, _, hv⟩ := Finset.exists_mem_eq_sup univ ⟨r, mem_univ r⟩ (fun v => G.dist r v)
  unfold numLevels at hi
  obtain ⟨w, hw⟩ := descend (univ.sup (fun v => G.dist r v) - i) v (by omega)
  exact ⟨w, Finset.mem_filter.2 ⟨mem_univ w, hw⟩⟩

/-- The level sizes add up to the number of sites. -/
theorem sum_card_level (G : SimpleGraph V) (r : V) :
    ∑ i ∈ range (numLevels G r), (level G r i).card = Fintype.card V := by
  have h : ∀ v, G.dist r v < numLevels G r := fun v =>
    Nat.lt_succ_of_le (Finset.le_sup (f := fun v => G.dist r v) (mem_univ v))
  exact (Finset.card_eq_sum_card_fiberwise (f := fun v => G.dist r v) (s := univ)
    (t := range (numLevels G r)) (fun v _ => Finset.mem_coe.2 (mem_range.2 (h v)))).symm

/-- Grouping the sites of a connected graph by distance from a root gives nonempty levels in which
every matrix supported on the diagonal and edges is block tridiagonal. For `N` sites in `m` levels,
the sum of cubed level sizes is at least `N ^ 3 / m ^ 2`, with equality exactly for equal sizes. -/
theorem distance_levels (hG : G.Connected) (r : V) :
    (∀ H : Matrix V V ℂ, IsSupportedOn G H → IsBlockTridiagonal (G.dist r) H) ∧
    (∀ i < numLevels G r, (level G r i).Nonempty) ∧
    (Fintype.card V : ℝ) ^ 3 / (numLevels G r : ℝ) ^ 2
      ≤ ∑ i ∈ range (numLevels G r), ((level G r i).card : ℝ) ^ 3 ∧
    (∑ i ∈ range (numLevels G r), ((level G r i).card : ℝ) ^ 3
      = (Fintype.card V : ℝ) ^ 3 / (numLevels G r : ℝ) ^ 2 ↔
      ∀ i < numLevels G r, ∀ j < numLevels G r,
        (level G r i).card = (level G r j).card) := by
  have hs : ∑ i ∈ range (numLevels G r), ((level G r i).card : ℝ) = Fintype.card V := by
    exact_mod_cast sum_card_level G r
  have b := sum_cubes_bound (range (numLevels G r)) (fun i => ((level G r i).card : ℝ))
    ⟨0, mem_range.2 (Nat.succ_pos _)⟩
    (fun i hi => Nat.cast_pos.2 (level_nonempty hG r (mem_range.1 hi)).card_pos)
  simp only [hs, card_range, mem_range, Nat.cast_inj] at b
  exact ⟨fun H hH => blockTridiagonal_of_supported hG r hH,
    fun i hi => level_nonempty hG r hi, b.1, b.2⟩

/-- When the `N` sites of a connected graph are grouped by distance from a root into `m` levels, the
sum of cubed level sizes equals `N ^ 3 / m ^ 2` exactly when every level consists of one site. -/
theorem bound_attained_iff_single_sites (hG : G.Connected) (r : V) :
    ∑ i ∈ range (numLevels G r), ((level G r i).card : ℝ) ^ 3
      = (Fintype.card V : ℝ) ^ 3 / (numLevels G r : ℝ) ^ 2 ↔
      ∀ i < numLevels G r, (level G r i).card = 1 := by
  -- the root is alone in its level
  have h0 : (level G r 0).card = 1 := by
    refine Finset.card_eq_one.2 ⟨r, ?_⟩
    ext v
    simp only [level, mem_filter, mem_univ, true_and, mem_singleton, hG.dist_eq_zero_iff]
    exact eq_comm
  rw [(distance_levels hG r).2.2.2]
  constructor
  · intro h i hi
    rw [h i hi 0 (Nat.succ_pos _), h0]
  · intro h i hi j hj
    rw [h i hi, h j hj]

end LevelBlockTridiagonal
```

```lean
#print axioms LevelBlockTridiagonal.layer_le_dist
#print axioms LevelBlockTridiagonal.distance_levels
#print axioms LevelBlockTridiagonal.bound_attained_iff_single_sites
```

```
'LevelBlockTridiagonal.layer_le_dist' depends on axioms: [propext, Classical.choice, Quot.sound]
'LevelBlockTridiagonal.distance_levels' depends on axioms: [propext, Classical.choice, Quot.sound]
'LevelBlockTridiagonal.bound_attained_iff_single_sites' depends on axioms: [propext, Classical.choice, Quot.sound]
```

## From walks and cubes to Lean tactics

`dist_le_of_adj` is the edge inequality. `blockTridiagonal_of_supported` applies it in both directions, and `omega` finds the contradiction with a level difference above one. In `layer_le_dist`, `step` bounds the change of layer across an edge, and `key` extends this to walks by induction.

`exists_closer_neighbour` splits a shortest walk into its first edge and the remainder. `level_nonempty` picks a farthest site and iterates that lemma through the induction `descend`. `sum_card_level` counts the sites level by level.

In `sum_cubes_bound`, `hex` is the excess identity, with `ring` checking the algebra term by term, and `hnn` is the nonnegativity. For equality, a vanishing sum of nonnegative terms makes each term zero; the factor \(x_i+2a\) is positive, so \(x_i=a\).

`distance_levels` inserts the level sizes as real numbers, with positivity supplied by `level_nonempty`. The last theorem shows that level 0 is \(\{r\}\) and compares every other level with it.
